# Coupling a filled block to an empty one across a gap lowers the band energy by at most the squared Frobenius norm of the coupling over the gap

The phrase "the $N$ lowest eigenvalues" is ambiguous when levels are degenerate. Here it means a set $S$ of $N$ level labels, counted with multiplicity, such that no level in $S$ lies above a level outside it. Different choices of $S$ within a degenerate level give the same sum.

Let
$$H=\begin{pmatrix}A&V\\V^\dagger&B\end{pmatrix}$$
be a finite Hermitian matrix with eigenvalues $\varepsilon_k$. The block $A$ has size $N$ and eigenvalues at most $a$, and $B$ has eigenvalues at least $b>a$. With $v^2=\sum_{ij}|V_{ij}|^2$,
$$\mathrm{Tr}A-\frac{v^2}{b-a}\le\sum_{k\in S}\varepsilon_k\le\mathrm{Tr}A .$$
The condition $a<b$ says that the spectra of the uncoupled blocks are separated by a gap. For non-interacting electrons in an orthonormal basis, the result bounds the band-energy error made by neglecting $V$.

## Completing the square, then filling the levels

Split the orthonormal eigenvector $k$ into parts $x_k$ and $y_k$ on the two blocks, so that $|x_k|^2+|y_k|^2=1$ and
$$\varepsilon_k=\langle x_k,Ax_k\rangle+\langle y_k,By_k\rangle+2\,\mathrm{Re}\langle V^\dagger x_k,y_k\rangle .$$
Put $d=b-a$. Expanding $0\le|V^\dagger x_k+d\,y_k|^2/d$ gives
$$2\,\mathrm{Re}\langle V^\dagger x_k,y_k\rangle\ge-|V^\dagger x_k|^2/d-d|y_k|^2 .$$
Since $\langle y_k,By_k\rangle\ge b|y_k|^2$ and $a|y_k|^2=a-a|x_k|^2$,
$$\varepsilon_k\ge\big(\langle x_k,Ax_k\rangle-a|x_k|^2\big)+a-|V^\dagger x_k|^2/d .$$

Completeness, $\sum_k x_kx_k^\dagger=1$, gives three sums over all levels:
$$\sum_k\langle x_k,Ax_k\rangle=\mathrm{Tr}A,\quad \sum_k|x_k|^2=N,\quad \sum_k|V^\dagger x_k|^2=v^2 .$$
Now sum the inequality over $S$. The bracket is never positive, so its sum over $S$ is at least its sum over all $k$, which is $\mathrm{Tr}A-aN$. The constants add $aN$, and the last term costs at most $v^2/d$. This proves the lower bound, for any $N$ levels.

For the upper bound, the $A$ block of $H=\sum_k\varepsilon_kc_kc_k^\dagger$, where $c_k=(x_k,y_k)$, has trace $\mathrm{Tr}A=\sum_k\varepsilon_kw_k$ with $w_k=|x_k|^2$. These are fractional occupations between 0 and 1 with total $N$. Choose $\mu$ with the levels of $S$ at or below it and the others at or above it, and let $\theta_k$ be 1 on $S$ and 0 elsewhere. Each term of the following sum is nonnegative:
$$0\le\sum_k(\varepsilon_k-\mu)(w_k-\theta_k)=\mathrm{Tr}A-\sum_{k\in S}\varepsilon_k .$$
The $\mu$ terms cancel because both occupations total $N$. No gap is needed here.

## Two levels in numbers

Take $A=0$, $B=8$ and $V=3$. The eigenvalues solve $E^2-8E-9=0$, so they are $-1$ and $9$. The bounds read $-9/8\le-1\le0$. The lower one misses by $1/8=0.125$, within $v^4/d^3=81/512\approx0.158$.

## Neglecting the coupling in a sparse calculation

Suppose a tight-binding Hamiltonian has been rotated to approximately occupied and empty orbitals. The program sums the squared moduli of the stored entries of $V$, all other entries being zero, to get $v^2$. Gershgorin discs supply an upper bound $a$ for the spectrum of $A$ and a lower bound $b$ for that of $B$. If $a<b$, $\mathrm{Tr}A$ is an estimate of the band energy that is never too low and is too high by at most $v^2/(b-a)$; double occupation doubles both numbers.

## Blocks, energies and fillings in Lean

The types `m` and `n` index the basis functions of the two blocks.

```lean
import Mathlib

open Matrix

namespace BlockDecoupling

noncomputable section

variable {m n ι : Type*} [Fintype m] [Fintype n] [Fintype ι]
  [DecidableEq m] [DecidableEq n] [DecidableEq ι]
```

`frobSq` is $v^2$.

```lean
/-- The squared Frobenius norm of a coupling block. -/
def frobSq (V : Matrix m n ℂ) : ℝ := ∑ i, ∑ j, ‖V i j‖ ^ 2
```

`coupled` is $H$, with rows and columns indexed by `m ⊕ n`.

```lean
/-- The Hamiltonian with diagonal blocks `A` and `B` coupled by `V`. -/
def coupled (A : Matrix m m ℂ) (V : Matrix m n ℂ) (B : Matrix n n ℂ) :
    Matrix (m ⊕ n) (m ⊕ n) ℂ := fromBlocks A V Vᴴ B
```

`expect` is $\mathrm{Re}\langle x,Mx\rangle$, conjugate-linear in the first argument. For Hermitian $M$ and nonzero $x$ the normalised expectation value is this number divided by $|x|^2$.

```lean
/-- The real part of `⟨x, M x⟩`, for a vector `x` that need not be normalised. -/
def expect (M : Matrix ι ι ℂ) (x : ι → ℂ) : ℝ := (star x ⬝ᵥ M *ᵥ x).re
```

`IsAufbau` is the condition on $S$ stated at the start.

```lean
/-- Aufbau filling: no occupied level lies above an empty one. -/
def IsAufbau (ε : ι → ℝ) (S : Finset ι) : Prop := ∀ i ∈ S, ∀ j ∉ S, ε i ≤ ε j
```

Such a filling exists for every possible particle number. The induction adds the lowest empty level at each step.

```lean
/-- Any number of particles up to the number of levels has an aufbau filling. -/
theorem exists_aufbau (ε : ι → ℝ) (N : ℕ) (hN : N ≤ Fintype.card ι) :
    ∃ S : Finset ι, S.card = N ∧ IsAufbau ε S := by
  induction N with
  | zero => exact ⟨∅, rfl, by simp [IsAufbau]⟩
  | succ N ih =>
    obtain ⟨S, hc, hS⟩ := ih (by omega)
    have hne : (Sᶜ).Nonempty := by
      rw [← Finset.card_pos, Finset.card_compl]; omega
    -- occupy the lowest empty level
    obtain ⟨j, hj, hmin⟩ := Finset.exists_min_image Sᶜ ε hne
    have hj' : j ∉ S := by simpa using hj
    refine ⟨insert j S, by rw [Finset.card_insert_of_notMem hj', hc], ?_⟩
    intro i hi k hk
    rw [Finset.mem_insert, not_or] at hk
    rcases Finset.mem_insert.mp hi with h | h
    · rw [h]; exact hmin k (by simpa using hk.2)
    · exact hS i h k hk.2
```

The next theorem is the occupation argument. Its `μ` is the highest occupied level, or a lower bound of all levels if `S` is empty; `key` is the nonnegative sum and `e` its expansion.

```lean
/-- An aufbau filling has the lowest energy among all fractional occupations between
0 and 1 with the same particle number. -/
theorem aufbau_le {ε w : ι → ℝ} {S : Finset ι} (hS : IsAufbau ε S)
    (h0 : ∀ k, 0 ≤ w k) (h1 : ∀ k, w k ≤ 1) (hw : ∑ k, w k = S.card) :
    ∑ k ∈ S, ε k ≤ ∑ k, ε k * w k := by
  -- a Fermi level separates occupied from empty levels
  obtain ⟨μ, hμ, hμ'⟩ : ∃ μ, (∀ i ∈ S, ε i ≤ μ) ∧ ∀ j ∉ S, μ ≤ ε j := by
    rcases S.eq_empty_or_nonempty with rfl | hne
    · obtain ⟨μ, h⟩ := (Set.finite_range ε).bddBelow
      exact ⟨μ, by simp, fun j _ => h ⟨j, rfl⟩⟩
    · obtain ⟨i, hi, hmax⟩ := S.exists_max_image ε hne
      exact ⟨ε i, hmax, fun j hj => hS i hi j hj⟩
  have key : 0 ≤ ∑ k, (ε k - μ) * (w k - if k ∈ S then 1 else 0) := by
    refine Finset.sum_nonneg fun k _ => ?_
    by_cases hk : k ∈ S
    · simp only [hk, if_true]
      nlinarith [mul_nonneg (sub_nonneg.2 (hμ k hk)) (sub_nonneg.2 (h1 k))]
    · simp only [hk, if_false, sub_zero]
      exact mul_nonneg (sub_nonneg.2 (hμ' k hk)) (h0 k)
  have e : ∑ k, (ε k - μ) * (w k - if k ∈ S then 1 else 0)
      = ∑ k, ε k * w k - ∑ k ∈ S, ε k - μ * (∑ k, w k - S.card) := by
    have e1 : ∑ k ∈ S, ε k = ∑ k, if k ∈ S then ε k else 0 := by simp
    have e2 : (S.card : ℝ) = ∑ k, if k ∈ S then (1 : ℝ) else 0 := by simp
    rw [e1, e2, ← Finset.sum_sub_distrib, ← Finset.sum_sub_distrib, Finset.mul_sum,
      ← Finset.sum_sub_distrib]
    refine Finset.sum_congr rfl fun k _ => ?_
    split_ifs <;> ring
  rw [e, hw] at key
  linarith
```

## Eigenvectors and their block parts

The squared norm is written as a sum of squared moduli of the amplitudes.

```lean
omit [DecidableEq ι] in
/-- The real part of the inner product of a vector with itself is the sum of the squared moduli of
its components. -/
theorem re_star_dot_self (y : ι → ℂ) : (star y ⬝ᵥ y).re = ∑ i, ‖y i‖ ^ 2 := by
  rw [dotProduct, Complex.re_sum]
  refine Finset.sum_congr rfl fun i _ => ?_
  simp [Complex.sq_norm, Complex.normSq_apply]
```

The spectral theorem supplies a unitary `C` whose columns are the eigenvectors.

```lean
/-- A Hermitian matrix is diagonalised by a unitary matrix of orbitals. -/
theorem exists_orbitals {M : Matrix ι ι ℂ} (hM : M.IsHermitian) :
    ∃ C : Matrix ι ι ℂ, C * Cᴴ = 1 ∧ Cᴴ * C = 1 ∧
      M = C * diagonal (fun k => (hM.eigenvalues k : ℂ)) * Cᴴ := by
  refine ⟨hM.eigenvectorUnitary, mem_unitaryGroup_iff.mp hM.eigenvectorUnitary.2,
    mem_unitaryGroup_iff'.mp hM.eigenvectorUnitary.2, ?_⟩
  have h := hM.spectral_theorem
  rw [Unitary.conjStarAlgAut_apply] at h
  exact h
```

Parseval's identity needs only `C * Cᴴ = 1`, so it also applies to the rectangular matrix of the $x_k$.

```lean
omit [DecidableEq ι] in
/-- Parseval's identity for a complete set of columns, `C Cᴴ = 1`. -/
theorem parseval {C : Matrix m ι ℂ} (hC : C * Cᴴ = 1) (x : m → ℂ) :
    ∑ k, ‖(Cᴴ *ᵥ x) k‖ ^ 2 = ∑ i, ‖x i‖ ^ 2 := by
  rw [← re_star_dot_self (Cᴴ *ᵥ x), ← re_star_dot_self x, star_mulVec,
    conjTranspose_conjTranspose, ← dotProduct_mulVec, mulVec_mulVec, hC, one_mulVec]
```

Expanding $x$ in eigenvectors of $M$ turns bounds on eigenvalues into bounds on $\langle x,Mx\rangle$.

```lean
/-- For Hermitian `M`, `expect M x` is the sum of the eigenvalues times nonnegative weights that add
up to the squared norm of `x`. -/
theorem spectral_weights {M : Matrix ι ι ℂ} (hM : M.IsHermitian) (x : ι → ℂ) :
    ∃ p : ι → ℝ, (∀ k, 0 ≤ p k) ∧ ∑ k, p k = ∑ i, ‖x i‖ ^ 2 ∧
      expect M x = ∑ k, hM.eigenvalues k * p k := by
  obtain ⟨C, hC, -, hD⟩ := exists_orbitals hM
  generalize hM.eigenvalues = ε at hD ⊢
  refine ⟨fun k => ‖(Cᴴ *ᵥ x) k‖ ^ 2, fun k => by positivity, parseval hC x, ?_⟩
  have h : star x ⬝ᵥ M *ᵥ x
      = star (Cᴴ *ᵥ x) ⬝ᵥ (diagonal (fun k => (ε k : ℂ)) *ᵥ (Cᴴ *ᵥ x)) := by
    rw [hD, ← mulVec_mulVec, ← mulVec_mulVec, dotProduct_mulVec (star x) C,
      star_mulVec, conjTranspose_conjTranspose]
  rw [expect, h, dotProduct, Complex.re_sum]
  refine Finset.sum_congr rfl fun k _ => ?_
  simp only [mulVec_diagonal, Pi.star_apply]
  generalize (Cᴴ *ᵥ x) k = z
  simp [Complex.sq_norm, Complex.normSq_apply]
  ring
```

The columns of `X` and `Y` are $x_k$ and $y_k$. The label `k` runs over `m ⊕ n` but only numbers the levels; it does not assign them to a block. The conclusions are completeness, normalisation, $\sum_k|x_k|^2=N$, the energy formula and the weighted trace, all read off from `C` and the diagonalisation.

```lean
/-- For a Hermitian coupled Hamiltonian there are matrices `X` and `Y` on the two blocks, with one
column per level, such that `X Xᴴ = 1`, the squared norms of the two columns of each level add to
one, those of `X` add up to `dim A` over all levels, each level is the sum of its block and coupling
energies, and the real part of `Tr A` is the sum of the levels weighted by the squared norms of the
columns of `X`. -/
theorem orbital_blocks {A : Matrix m m ℂ} {B : Matrix n n ℂ} {V : Matrix m n ℂ}
    (hH : (coupled A V B).IsHermitian) :
    ∃ (X : Matrix m (m ⊕ n) ℂ) (Y : Matrix n (m ⊕ n) ℂ), X * Xᴴ = 1 ∧
      (∀ k, ∑ i, ‖X i k‖ ^ 2 + ∑ j, ‖Y j k‖ ^ 2 = 1) ∧
      ∑ k, ∑ i, ‖X i k‖ ^ 2 = Fintype.card m ∧
      (∀ k, hH.eigenvalues k = expect A (Xᵀ k) + expect B (Yᵀ k)
        + 2 * (star (Vᴴ *ᵥ Xᵀ k) ⬝ᵥ Yᵀ k).re) ∧
      A.trace.re = ∑ k, hH.eigenvalues k * ∑ i, ‖X i k‖ ^ 2 := by
  obtain ⟨C, hC, hC', hD⟩ := exists_orbitals hH
  generalize hH.eigenvalues = ε at hD ⊢
  have hz : ∀ (z : ℂ) (r : ℝ), (z * r * star z).re = r * ‖z‖ ^ 2 := by
    intro z r
    simp [Complex.sq_norm, Complex.normSq_apply]
    ring
  refine ⟨C.submatrix Sum.inl id, C.submatrix Sum.inr id, ?_, fun k => ?_, ?_,
    fun k => ?_, ?_⟩
  · ext i j
    have h := congrFun (congrFun hC (Sum.inl i)) (Sum.inl j)
    simpa [Matrix.mul_apply, Matrix.one_apply] using h
  · have hc : star (Cᵀ k) ⬝ᵥ Cᵀ k = 1 := by
      have h := congrFun (congrFun hC' k) k
      rw [one_apply_eq] at h
      exact h
    have h := re_star_dot_self (Cᵀ k)
    rw [hc, Fintype.sum_sum_type, Complex.one_re] at h
    exact h.symm
  · have h : ∀ i : m, ∑ k, ‖C (Sum.inl i) k‖ ^ 2 = 1 := by
      intro i
      have h := congrArg Complex.re (congrFun (congrFun hC (Sum.inl i)) (Sum.inl i))
      rw [Matrix.mul_apply, one_apply_eq, Complex.re_sum, Complex.one_re] at h
      rw [← h]
      refine Finset.sum_congr rfl fun k _ => ?_
      simpa using (hz (C (Sum.inl i) k) 1).symm
    rw [Finset.sum_comm]
    simp [h]
  · have hk : star (Cᵀ k) ⬝ᵥ (coupled A V B *ᵥ Cᵀ k) = ε k := by
      have h : (Cᴴ * (coupled A V B * C)) k k = ε k := by
        rw [hD, Matrix.mul_assoc, hC', Matrix.mul_one, ← Matrix.mul_assoc, hC',
          Matrix.one_mul, diagonal_apply_eq]
      exact h
    have hs : ∀ u w : n → ℂ, (star u ⬝ᵥ w).re = (star w ⬝ᵥ u).re := by
      intro u w
      simp only [dotProduct, Complex.re_sum]
      refine Finset.sum_congr rfl fun j _ => ?_
      simp
      ring
    have hb : ∀ (x : m → ℂ) (y : n → ℂ),
        (star (Sum.elim x y) ⬝ᵥ (coupled A V B *ᵥ Sum.elim x y)).re
          = expect A x + expect B y + 2 * (star (Vᴴ *ᵥ x) ⬝ᵥ y).re := by
      intro x y
      have h1 : star (Sum.elim x y) ⬝ᵥ (coupled A V B *ᵥ Sum.elim x y)
          = star x ⬝ᵥ (A *ᵥ x + V *ᵥ y) + star y ⬝ᵥ (Vᴴ *ᵥ x + B *ᵥ y) := by
        rw [coupled, fromBlocks_mulVec]
        simp only [dotProduct, Fintype.sum_sum_type]
        rfl
      have h2 : star x ⬝ᵥ V *ᵥ y = star (Vᴴ *ᵥ x) ⬝ᵥ y := by
        rw [dotProduct_mulVec, star_mulVec, conjTranspose_conjTranspose]
      rw [h1, dotProduct_add, dotProduct_add, h2]
      simp only [Complex.add_re, expect]
      rw [hs y (Vᴴ *ᵥ x)]
      ring
    have hc : Cᵀ k = Sum.elim (fun i => C (Sum.inl i) k) (fun j => C (Sum.inr j) k) := by
      ext p
      cases p <;> rfl
    have h := congrArg Complex.re hk
    rw [hc, hb, Complex.ofReal_re] at h
    exact h.symm
  · have h : ∀ i, (A i i).re = ∑ k, ε k * ‖C (Sum.inl i) k‖ ^ 2 := by
      intro i
      have h := congrFun (congrFun hD (Sum.inl i)) (Sum.inl i)
      rw [Matrix.mul_apply] at h
      have h2 : A i i = _ := h
      rw [h2, Complex.re_sum]
      refine Finset.sum_congr rfl fun k _ => ?_
      rw [mul_diagonal, conjTranspose_apply, hz]
    simp only [trace, diag_apply, Complex.re_sum, h, Finset.mul_sum]
    rw [Finset.sum_comm]
    rfl
```

## The two bounds

In the lower bound, `hAk` and `hBk` are the block estimates, `hsq` completes the square, and `hT` and `hV` are the completeness sums. `hk` is the inequality for one level, and the remaining lines sum it over `S`.

```lean
/-- If `A` and `B` are Hermitian, `A` has eigenvalues at most `a` and `B` at least `b > a`, then any
`N = dim A` levels of the coupled Hamiltonian have total energy at least `Tr A - v²/(b-a)`, where
`v²` is `frobSq V`. -/
theorem le_sum_levels {A : Matrix m m ℂ} {B : Matrix n n ℂ} {V : Matrix m n ℂ} {a b : ℝ}
    (hA : A.IsHermitian) (hB : B.IsHermitian) (hH : (coupled A V B).IsHermitian)
    (ha : ∀ i, hA.eigenvalues i ≤ a) (hb : ∀ j, b ≤ hB.eigenvalues j) (hab : a < b)
    (S : Finset (m ⊕ n)) (hS : S.card = Fintype.card m) :
    A.trace.re - frobSq V / (b - a) ≤ ∑ k ∈ S, hH.eigenvalues k := by
  obtain ⟨X, Y, hX, hn, hN, hε, -⟩ := orbital_blocks hH
  have hd : 0 < b - a := sub_pos.2 hab
  have hAk : ∀ k, expect A (Xᵀ k) - a * ∑ i, ‖X i k‖ ^ 2 ≤ 0 := by
    intro k
    obtain ⟨p, hp, hs, he⟩ := spectral_weights hA (Xᵀ k)
    simp only [transpose_apply] at hs
    rw [he, ← hs, Finset.mul_sum, sub_nonpos]
    exact Finset.sum_le_sum fun i _ => mul_le_mul_of_nonneg_right (ha i) (hp i)
  have hBk : ∀ k, b * ∑ j, ‖Y j k‖ ^ 2 ≤ expect B (Yᵀ k) := by
    intro k
    obtain ⟨p, hp, hs, he⟩ := spectral_weights hB (Yᵀ k)
    simp only [transpose_apply] at hs
    rw [he, ← hs, Finset.mul_sum]
    exact Finset.sum_le_sum fun i _ => mul_le_mul_of_nonneg_right (hb i) (hp i)
  -- complete the square in the coupling energy
  have hsq : ∀ u w : n → ℂ, 0 ≤ (∑ j, ‖u j‖ ^ 2) / (b - a) + 2 * (star u ⬝ᵥ w).re
      + (b - a) * ∑ j, ‖w j‖ ^ 2 := by
    intro u w
    generalize b - a = d at hd ⊢
    have e : ∑ j, ‖u j + d * w j‖ ^ 2
        = ∑ j, ‖u j‖ ^ 2 + 2 * d * (star u ⬝ᵥ w).re + d ^ 2 * ∑ j, ‖w j‖ ^ 2 := by
      simp only [dotProduct, Complex.re_sum, Finset.mul_sum, ← Finset.sum_add_distrib]
      refine Finset.sum_congr rfl fun j _ => ?_
      simp [Complex.sq_norm, Complex.normSq_apply]
      ring
    have h : 0 ≤ (∑ j, ‖u j + d * w j‖ ^ 2) / d := by positivity
    rw [e, add_div, add_div] at h
    have h1 : 2 * d * (star u ⬝ᵥ w).re / d = 2 * (star u ⬝ᵥ w).re := by field_simp
    have h2 : d ^ 2 * (∑ j, ‖w j‖ ^ 2) / d = d * ∑ j, ‖w j‖ ^ 2 := by field_simp
    rwa [h1, h2] at h
  -- completeness of the orbitals on the first block
  have hT : ∑ k, expect A (Xᵀ k) = A.trace.re := by
    have h : trace (Xᴴ * (A * X)) = A.trace := by
      rw [trace_mul_comm, Matrix.mul_assoc, hX, Matrix.mul_one]
    rw [← h, trace, Complex.re_sum]
    rfl
  have hV : ∑ k, ∑ j, ‖(Vᴴ *ᵥ Xᵀ k) j‖ ^ 2 = frobSq V := by
    rw [Finset.sum_comm, frobSq, Finset.sum_comm (s := (Finset.univ : Finset m))]
    refine Finset.sum_congr rfl fun j _ => ?_
    rw [← parseval hX (fun i => V i j)]
    refine Finset.sum_congr rfl fun k _ => ?_
    have h : (Xᴴ *ᵥ fun i => V i j) k = star ((Vᴴ *ᵥ Xᵀ k) j) := by
      simp [mulVec, dotProduct, mul_comm]
    rw [h, norm_star]
  have hk : ∀ k ∈ S, (expect A (Xᵀ k) - a * ∑ i, ‖X i k‖ ^ 2) + a
      - (∑ j, ‖(Vᴴ *ᵥ Xᵀ k) j‖ ^ 2) / (b - a) ≤ hH.eigenvalues k := by
    intro k _
    have h := hsq (Vᴴ *ᵥ Xᵀ k) (Yᵀ k)
    simp only [transpose_apply] at h
    have h3 : a * ∑ i, ‖X i k‖ ^ 2 + a * ∑ j, ‖Y j k‖ ^ 2 = a := by
      rw [← mul_add, hn k, mul_one]
    rw [hε k]
    linarith [hBk k]
  have hsum := Finset.sum_le_sum hk
  rw [Finset.sum_sub_distrib, Finset.sum_add_distrib, ← Finset.sum_div,
    Finset.sum_const, nsmul_eq_mul, hS] at hsum
  have hf := Finset.sum_add_sum_compl S
    (fun k => expect A (Xᵀ k) - a * ∑ i, ‖X i k‖ ^ 2)
  have hf' := Finset.sum_nonpos (s := Sᶜ) fun k _ => hAk k
  have ht : ∑ k, (expect A (Xᵀ k) - a * ∑ i, ‖X i k‖ ^ 2)
      = A.trace.re - a * Fintype.card m := by
    rw [Finset.sum_sub_distrib, ← Finset.mul_sum, hT, hN]
  have hg : (∑ k ∈ S, ∑ j, ‖(Vᴴ *ᵥ Xᵀ k) j‖ ^ 2) / (b - a) ≤ frobSq V / (b - a) := by
    rw [← hV]
    refine div_le_div_of_nonneg_right ?_ hd.le
    exact Finset.sum_le_sum_of_subset_of_nonneg (Finset.subset_univ S)
      fun k _ _ => by positivity
  linarith
```

The main theorem adds `hlow`, the aufbau condition, and applies `aufbau_le` with $w_k=|x_k|^2$. The hypotheses `ha` and `hb` bound Mathlib's eigenvalues of the blocks, and `.re` turns the complex-typed trace into a real number.

```lean
/-- If `A` and `B` are Hermitian, `A` has eigenvalues at most `a` and `B` at least `b > a`, the sum
of the `N = dim A` lowest levels of the coupled Hamiltonian lies between `Tr A - v²/(b-a)` and
`Tr A`, where `v²` is `frobSq V`. -/
theorem band_energy_bounds {A : Matrix m m ℂ} {B : Matrix n n ℂ} {V : Matrix m n ℂ}
    {a b : ℝ} (hA : A.IsHermitian) (hB : B.IsHermitian)
    (hH : (coupled A V B).IsHermitian)
    (ha : ∀ i, hA.eigenvalues i ≤ a) (hb : ∀ j, b ≤ hB.eigenvalues j) (hab : a < b)
    (S : Finset (m ⊕ n)) (hS : S.card = Fintype.card m)
    (hlow : IsAufbau hH.eigenvalues S) :
    A.trace.re - frobSq V / (b - a) ≤ ∑ k ∈ S, hH.eigenvalues k ∧
      ∑ k ∈ S, hH.eigenvalues k ≤ A.trace.re := by
  refine ⟨le_sum_levels hA hB hH ha hb hab S hS, ?_⟩
  obtain ⟨X, Y, -, hn, hN, -, ht⟩ := orbital_blocks hH
  rw [ht]
  refine aufbau_le hlow (fun k => by positivity) (fun k => ?_) (by rw [hN, hS])
  have h : 0 ≤ ∑ j, ‖Y j k‖ ^ 2 := by positivity
  linarith [hn k]
```

## The second-order coefficient is the best possible

For levels $0$ and $d>0$ with real coupling $v$, the determinant condition reads $v^2=E^2-Ed$. Hence $E+v^2/d=E^2/d\ge0$. For $E\le0$ also $v^2\ge|E|d$, so $E^2/d\le v^4/d^3$. A lower bound $-cv^2/d$ with $c<1$ would therefore fail for small nonzero $v$.

```lean
/-- For two levels `0` and `d > 0` with real coupling `v`, a nonpositive eigenvalue `E`
exceeds the lower bound `-v²/d` by at most `v⁴/d³`. -/
theorem two_level_sharp {v d E : ℝ} (hd : 0 < d) (hE : E ≤ 0)
    (h : (!![0, v; v, d] - E • (1 : Matrix (Fin 2) (Fin 2) ℝ)).det = 0) :
    0 ≤ E + v ^ 2 / d ∧ E + v ^ 2 / d ≤ v ^ 4 / d ^ 3 := by
  have e : (!![0, v; v, d] - E • (1 : Matrix (Fin 2) (Fin 2) ℝ)).det
      = -E * (d - E) - v * v := by simp [det_fin_two]
  rw [e] at h
  have hv : v ^ 2 = E ^ 2 - E * d := by linarith
  have h1 : E + v ^ 2 / d = E ^ 2 / d := by
    rw [hv, sub_div, mul_div_cancel_right₀ E hd.ne']
    ring
  have h2 : v ^ 4 - (E * d) ^ 2 = (v ^ 2 - E * d) * E ^ 2 := by
    linear_combination (v ^ 2 - E * d) * hv
  have h3 : 0 ≤ (v ^ 2 - E * d) * E ^ 2 :=
    mul_nonneg (by nlinarith [sq_nonneg v]) (sq_nonneg E)
  rw [h1]
  refine ⟨by positivity, ?_⟩
  rw [div_le_div_iff₀ hd (by positivity)]
  nlinarith [mul_nonneg (h2 ▸ h3) hd.le]

end

end BlockDecoupling
```

```lean
#print axioms BlockDecoupling.exists_aufbau
#print axioms BlockDecoupling.orbital_blocks
#print axioms BlockDecoupling.band_energy_bounds
#print axioms BlockDecoupling.two_level_sharp
```

```
'BlockDecoupling.exists_aufbau' depends on axioms: [propext, Classical.choice, Quot.sound]
'BlockDecoupling.orbital_blocks' depends on axioms: [propext, Classical.choice, Quot.sound]
'BlockDecoupling.band_energy_bounds' depends on axioms: [propext, Classical.choice, Quot.sound]
'BlockDecoupling.two_level_sharp' depends on axioms: [propext, Classical.choice, Quot.sound]
```
